# Finite displacements can hide the instability of a quartic double-well phonon mode

## One mode, two signs

Let a phonon mode with amplitude \(u\) have the energy \(E(u) = -u^2/2 + u^4/4\) in suitable units. The curvature at \(u=0\) is \(-1\), so the undisplaced structure is unstable. Now estimate the same curvature from total energies at \(u = \pm 2\) and \(u = 0\). Since \(E(\pm 2) = -2 + 4 = 2\) and \(E(0) = 0\), the second difference gives

\[
\frac{E(2) + E(-2) - 2E(0)}{2^2} = \frac{2 + 2 - 0}{4} = +1 .
\]

The mode now looks stable. The displaced structures lie so far up the outer walls of the double well that the central hump no longer decides the sign.

## Linear response and frozen phonons

The harmonic stiffness of a mode, divided by its effective mass, is the squared frequency, so a negative stiffness means an imaginary frequency. Linear response computes the second derivative of the energy at the undisplaced structure. A frozen-phonon calculation displaces the atoms by a finite step \(h\) and takes differences of energies or of forces.

For a single mode with a purely quartic anharmonicity, the results below show when the two routes differ in sign because of the step alone.

The model is

\[
E(u) = \frac{a u^2}{2} + \frac{b u^4}{4}, \qquad a < 0 < b .
\]

The condition \(a<0\) stands for an unstable undisplaced structure, and \(b>0\) for the anharmonic restoring force that bounds the distortion. The two finite-step stiffnesses are

\[
S_E(h) = \frac{E(h)+E(-h)-2E(0)}{h^2}, \qquad
S_F(h) = \frac{E'(h)-E'(-h)}{2h} .
\]

## What is stated, and in which terms

The theorem `finite_step_hides_instability` says that for real \(a<0<b\) and \(h \neq 0\):

- the linear-response stiffness is negative;
- \(S_E(h)\) is positive exactly when \(h^2 > -2a/b\), and negative exactly when \(h^2 < -2a/b\);
- \(S_F(h)\) is positive exactly when \(h^2 > -a/b\), and negative exactly when \(h^2 < -a/b\).

In Lean, `modeEnergy a b` is the curve \(E\), with the factors \(1/2\) and \(1/4\) as above. The definitions `linearResponse`, `energyStiffness` and `forceStiffness` accept any function from reals to reals, so the quartic result is not built into them. The name `linearResponse` stands for the second derivative at zero; no perturbation theory of the electrons is involved. Likewise, `forceStiffness` uses energy gradients, which are minus the forces. The step may have either sign. At \(h=0\) Lean would evaluate both quotients as 0, and the criteria for negative \(S_E(h)\) and \(S_F(h)\) would be false.

The step from here to a real calculation is an assumption: that the computed energy along the mode follows this quartic, with forces and linear response that are exact derivatives of the same curve. Coupling to other modes, a cubic term, powers of \(u\) above the fourth and numerical noise are left out.

## Derivation of the two thresholds

Differentiating twice gives

\[
E'(u) = a u + b u^3, \qquad E''(u) = a + 3 b u^2, \qquad E''(0) = a < 0 .
\]

The energy is even and \(E(0)=0\), so

\[
S_E(h) = \frac{2E(h)}{h^2} = a + \frac{b h^2}{2} .
\]

The gradient is odd, so

\[
S_F(h) = \frac{E'(h)}{h} = a + b h^2 .
\]

Because \(b>0\), dividing by \(b\) preserves inequalities. Hence \(S_E(h)>0\) means \(b h^2 > -2a\), that is \(h^2 > -2a/b\), and \(S_F(h)>0\) means \(h^2 > -a/b\). Reversing the inequalities gives the negative cases.

For \(-a/b < h^2 < -2a/b\) the two finite-step methods contradict each other: forces report a stable mode and energies an unstable one.

Both thresholds are visible on the energy curve. From

\[
E'(h) = h\,(a + b h^2), \qquad E(h) - E(0) = \frac{h^2\,(2a + b h^2)}{4},
\]

the force threshold is at the nonzero stationary points, which are the bottoms of the two wells. The energy threshold is where the displaced energy has climbed back to that of the undisplaced structure.

## Removing the step error

Both stiffnesses have the form \(S(h) = a + c h^2\), with \(c = b/2\) for energies and \(c = b\) for forces. Combining the steps \(h\) and \(2h\) gives

\[
\frac{4S(h) - S(2h)}{3} = \frac{4a + 4c h^2 - a - 4c h^2}{3} = a .
\]

This Richardson extrapolation recovers the linear-response value for every nonzero step. The exactness belongs to the quartic; a \(u^6\) term in the energy would leave an error of order \(h^4\).

## Numbers inside the window of disagreement

Take \(a=-1\), \(b=1\) and \(h=1.2\), so that \(h^2 = 1.44\) lies between the thresholds 1 and 2.

- Energies: \(E(\pm 1.2) = -0.72 + 0.5184 = -0.2016\), so \(S_E = -0.4032/1.44 = -0.28\).
- Forces: \(E'(1.2) = -1.2 + 1.728 = 0.528\), so \(S_F = 0.528/1.2 = 0.44\).

At the doubled step 2.4 the values are \(S_E = 1.88\) and \(S_F = 4.76\). Extrapolation gives \((-1.12 - 1.88)/3 = -1\) from energies and \((1.76 - 4.76)/3 = -1\) from forces.

## A negative quartic coefficient

The threshold for positive stiffness fails if negative \(b\) is allowed. With \(a=b=-1\) and \(h=1\), the condition \(h^2 > -2a/b\) reads \(1 > -2\) and is true, yet \(S_E(1) = -3/2\). Dividing by a negative \(b\) has reversed the inequality. This example tests the algebra only: with both coefficients negative the energy has no lower bound, so the quartic cannot be the whole energy curve of a real mode.

## The complete Lean file

```lean
import Mathlib

namespace FrozenPhonon

noncomputable section

/-- Energy of a phonon mode with amplitude `u`, harmonic coefficient `a` and quartic
coefficient `b`. -/
def modeEnergy (a b u : ℝ) : ℝ := a * u ^ 2 / 2 + b * u ^ 4 / 4

/-- Linear-response stiffness: the second derivative of the energy at zero displacement. -/
def linearResponse (E : ℝ → ℝ) : ℝ := deriv (deriv E) 0

/-- Frozen-phonon stiffness from total energies at displacements `h`, `-h` and `0`,
for a step `h ≠ 0`. -/
def energyStiffness (E : ℝ → ℝ) (h : ℝ) : ℝ := (E h + E (-h) - 2 * E 0) / h ^ 2

/-- Frozen-phonon stiffness from the energy gradients (minus the forces) at displacements
`h` and `-h`, for a step `h ≠ 0`. -/
def forceStiffness (E : ℝ → ℝ) (h : ℝ) : ℝ := (deriv E h - deriv E (-h)) / (2 * h)

/-- The energy gradient of the quartic mode at amplitude `u` is `a u + b u³`. -/
theorem hasDerivAt_modeEnergy (a b u : ℝ) :
    HasDerivAt (modeEnergy a b) (a * u + b * u ^ 3) u := by
  have h := (((hasDerivAt_pow 2 u).const_mul a).div_const 2).fun_add
    (((hasDerivAt_pow 4 u).const_mul b).div_const 4)
  exact h.congr_deriv (by norm_num; ring)

/-- Linear response returns the harmonic coefficient `a` of the quartic mode. -/
theorem linearResponse_modeEnergy (a b : ℝ) : linearResponse (modeEnergy a b) = a := by
  have h1 : deriv (modeEnergy a b) = fun u => a * u + b * u ^ 3 :=
    funext fun u => (hasDerivAt_modeEnergy a b u).deriv
  have h2 := ((hasDerivAt_id' (0 : ℝ)).const_mul a).fun_add
    ((hasDerivAt_pow 3 (0 : ℝ)).const_mul b)
  rw [linearResponse, h1, h2.deriv]
  norm_num

/-- For a nonzero step, the stiffness from energies is `a + b h² / 2`. -/
theorem energyStiffness_modeEnergy (a b : ℝ) {h : ℝ} (hh : h ≠ 0) :
    energyStiffness (modeEnergy a b) h = a + b * h ^ 2 / 2 := by
  rw [energyStiffness, div_eq_iff (pow_ne_zero 2 hh)]
  simp only [modeEnergy]
  ring

/-- For a nonzero step, the stiffness from forces is `a + b h²`. -/
theorem forceStiffness_modeEnergy (a b : ℝ) {h : ℝ} (hh : h ≠ 0) :
    forceStiffness (modeEnergy a b) h = a + b * h ^ 2 := by
  rw [forceStiffness, (hasDerivAt_modeEnergy a b h).deriv,
    (hasDerivAt_modeEnergy a b (-h)).deriv, div_eq_iff (mul_ne_zero two_ne_zero hh)]
  ring

/-- For `a < 0 < b` linear response finds a negative stiffness. With a step `h ≠ 0`, the
stiffness from energies is positive or negative according as `h²` is above or below `-2a/b`,
and the stiffness from forces according as `h²` is above or below `-a/b`. -/
theorem finite_step_hides_instability {a b h : ℝ} (ha : a < 0) (hb : 0 < b) (hh : h ≠ 0) :
    linearResponse (modeEnergy a b) < 0 ∧
    (0 < energyStiffness (modeEnergy a b) h ↔ -2 * a / b < h ^ 2) ∧
    (energyStiffness (modeEnergy a b) h < 0 ↔ h ^ 2 < -2 * a / b) ∧
    (0 < forceStiffness (modeEnergy a b) h ↔ -a / b < h ^ 2) ∧
    (forceStiffness (modeEnergy a b) h < 0 ↔ h ^ 2 < -a / b) := by
  rw [linearResponse_modeEnergy, energyStiffness_modeEnergy a b hh,
    forceStiffness_modeEnergy a b hh]
  -- clear the positive denominator `b`; each equivalence is then linear in `b h²`
  refine ⟨ha, ?_, ?_, ?_, ?_⟩
  · rw [div_lt_iff₀ hb]
    constructor <;> intro h' <;> linarith
  · rw [lt_div_iff₀ hb]
    constructor <;> intro h' <;> linarith
  · rw [div_lt_iff₀ hb]
    constructor <;> intro h' <;> linarith
  · rw [lt_div_iff₀ hb]
    constructor <;> intro h' <;> linarith

/-- For `a < 0 < b` and a step with `-a/b < h² < -2a/b`, the stiffness from forces is
positive while the stiffness from energies is negative. -/
theorem methods_disagree {a b h : ℝ} (ha : a < 0) (hb : 0 < b)
    (h1 : -a / b < h ^ 2) (h2 : h ^ 2 < -2 * a / b) :
    0 < forceStiffness (modeEnergy a b) h ∧ energyStiffness (modeEnergy a b) h < 0 := by
  have hh : h ≠ 0 := by
    rintro rfl
    have h3 := div_pos (neg_pos.mpr ha) hb
    linarith
  obtain ⟨_, _, hE, hF, _⟩ := finite_step_hides_instability ha hb hh
  exact ⟨hF.mpr h1, hE.mpr h2⟩

/-- For `b > 0` and a displacement `h ≠ 0`, the energy gradient vanishes exactly when
`h² = -a/b`, and the energy lies below that of the undisplaced structure exactly when
`h² < -2a/b`. -/
theorem thresholds_on_energy_curve (a : ℝ) {b h : ℝ} (hb : 0 < b) (hh : h ≠ 0) :
    (deriv (modeEnergy a b) h = 0 ↔ h ^ 2 = -a / b) ∧
    (modeEnergy a b h < modeEnergy a b 0 ↔ h ^ 2 < -2 * a / b) := by
  constructor
  · rw [(hasDerivAt_modeEnergy a b h).deriv, eq_div_iff hb.ne']
    constructor
    · intro e
      -- the gradient factors as `h (a + b h²)`
      have e1 : h * (a + b * h ^ 2) = 0 := by linear_combination e
      have e2 := (mul_eq_zero.mp e1).resolve_left hh
      linear_combination e2
    · intro e
      linear_combination h * e
  · have hp : 0 < h ^ 2 := by positivity
    rw [lt_div_iff₀ hb]
    simp only [modeEnergy]
    -- the energy difference is `h² (2a + b h²) / 4`
    constructor
    · intro h1
      by_contra h2
      have h3 := not_lt.mp h2
      have h4 : 0 ≤ 2 * a + b * h ^ 2 := by linarith
      nlinarith [mul_nonneg hp.le h4]
    · intro h1
      have h4 : 0 < -(2 * a + b * h ^ 2) := by linarith
      nlinarith [mul_pos hp h4]

/-- Richardson extrapolation from the nonzero steps `h` and `2h` gives exactly the
linear-response stiffness of the quartic mode, from energies and from forces alike. -/
theorem richardson_recovers_linearResponse (a b : ℝ) {h : ℝ} (hh : h ≠ 0) :
    (4 * energyStiffness (modeEnergy a b) h - energyStiffness (modeEnergy a b) (2 * h)) / 3
      = linearResponse (modeEnergy a b) ∧
    (4 * forceStiffness (modeEnergy a b) h - forceStiffness (modeEnergy a b) (2 * h)) / 3
      = linearResponse (modeEnergy a b) := by
  have h2 : 2 * h ≠ 0 := mul_ne_zero two_ne_zero hh
  rw [linearResponse_modeEnergy, energyStiffness_modeEnergy a b hh,
    energyStiffness_modeEnergy a b h2, forceStiffness_modeEnergy a b hh,
    forceStiffness_modeEnergy a b h2]
  -- the `h²` errors cancel in both combinations
  constructor <;> ring

end

end FrozenPhonon
```

```lean
#print axioms FrozenPhonon.finite_step_hides_instability
-- 'FrozenPhonon.finite_step_hides_instability' depends on axioms: [propext, Classical.choice, Quot.sound]
#print axioms FrozenPhonon.methods_disagree
-- 'FrozenPhonon.methods_disagree' depends on axioms: [propext, Classical.choice, Quot.sound]
#print axioms FrozenPhonon.thresholds_on_energy_curve
-- 'FrozenPhonon.thresholds_on_energy_curve' depends on axioms: [propext, Classical.choice, Quot.sound]
#print axioms FrozenPhonon.richardson_recovers_linearResponse
-- 'FrozenPhonon.richardson_recovers_linearResponse' depends on axioms: [propext, Classical.choice, Quot.sound]
```

## From derivatives to signs in Lean

`hasDerivAt_modeEnergy` assembles \(E'(u) = au + bu^3\) from the power rule, and `ring` tidies the coefficients. `linearResponse_modeEnergy` needs the first derivative as a function, not only its value at zero, because it is differentiated again. `funext` supplies that equality of functions, and the second differentiation then gives \(a\).

`energyStiffness_modeEnergy` and `forceStiffness_modeEnergy` are the two closed forms. In each, `div_eq_iff` multiplies through by the nonzero denominator, \(h^2\) or \(2h\), and `ring` checks the remaining polynomial identity.

The main theorem substitutes these results. Its first claim is then the hypothesis \(a<0\). For the other four, `div_lt_iff₀` or `lt_div_iff₀` multiplies by the positive \(b\), and `linarith` proves each direction, treating \(bh^2\) as a single quantity.

`methods_disagree` does not assume \(h \neq 0\). It derives this from the lower bound, since \(-a/b\) is positive and \(h^2\) exceeds it. The two signs are then read off from the main theorem.

`thresholds_on_energy_curve` requires \(b>0\) and \(h \neq 0\), but puts no condition on the sign of \(a\). For the gradient, it factors out \(h\) and cancels it. For the energy, it multiplies the sign of \(2a+bh^2\) by \(h^2\), as in the factorised difference above; `nlinarith` receives that product as a hint. One direction is argued by contradiction: if \(2a+bh^2\) were nonnegative, the displaced energy could not be lower.

`richardson_recovers_linearResponse` inserts the closed forms at \(h\) and \(2h\), after noting that \(2h\) is also nonzero. `ring` then carries out the cancellation of the \(h^2\) terms for both methods.
